# At Fixed Angle, the Ratio of the Møller to the Born-Level Mott Cross Section for Electrons Tends to One at Low Momentum

Two unpolarized electrons of mass $m$ collide in their centre-of-mass frame, each with momentum $p$ and energy $E=\sqrt{p^2+m^2}$, and scatter through an angle $\theta$; units are $\hbar=c=1$, and $\alpha$ is the fine-structure constant. The relativistic Møller formula is compared, as $p\to0^+$, with the Born-level Mott formula, which combines the non-relativistic Coulomb amplitudes, taken in the Born approximation, at $\theta$ and $\pi-\theta$ through the operator $P$ that swaps the two spins.

```lean
import Mathlib

open Matrix Filter Topology

namespace MollerThreshold

noncomputable section

/-- The operator that exchanges the spins of two particles with `d` spin states each. -/
def exchange (d : ℕ) : Matrix (Fin d × Fin d) (Fin d × Fin d) ℂ :=
  Matrix.of fun i j => if j = i.swap then 1 else 0

/-- The spin-space scattering matrix `f - g P` of two identical fermions, with direct
amplitude `f` and exchange amplitude `g`. -/
def scatteringMatrix (d : ℕ) (f g : ℂ) : Matrix (Fin d × Fin d) (Fin d × Fin d) ℂ :=
  f • 1 - g • exchange d

/-- The unpolarized cross section `Tr(M† M) / d²`: averaged over initial and summed over
final spins, for `d > 0` spin states per particle. -/
def unpolarized (d : ℕ) (f g : ℂ) : ℝ :=
  ((scatteringMatrix d f g)ᴴ * scatteringMatrix d f g).trace.re / (d : ℝ) ^ 2

/-- The exchange operator interchanges the two spin arguments of a wave function. -/
theorem exchange_mulVec (d : ℕ) (ψ : Fin d × Fin d → ℂ) :
    exchange d *ᵥ ψ = fun i => ψ i.swap := by
  ext i
  simp [exchange, Matrix.mulVec, dotProduct]

/-- The exchange operator is Hermitian, squares to one, and has trace `d`. -/
theorem exchange_properties (d : ℕ) :
    (exchange d)ᴴ = exchange d ∧ exchange d * exchange d = 1 ∧
      (exchange d).trace = (d : ℂ) := by
  refine ⟨?_, ?_, ?_⟩
  · ext i j
    have h : i = j.swap ↔ j = i.swap := by
      constructor <;> rintro rfl <;> simp
    simp only [exchange, Matrix.conjTranspose_apply, Matrix.of_apply, h]
    split_ifs <;> simp
  · ext i j
    simp only [exchange, Matrix.mul_apply, Matrix.of_apply, ite_mul, one_mul, zero_mul,
      Finset.sum_ite_eq', Finset.mem_univ, if_true, Prod.swap_swap, Matrix.one_apply]
    exact if_congr eq_comm rfl rfl
  · -- only pairs of equal spins contribute to the trace
    have h : ∀ a b : Fin d, ((a, b) = (a, b).swap) ↔ a = b := by
      intro a b
      constructor
      · intro h
        exact congrArg Prod.fst h
      · rintro rfl
        rfl
    simp only [Matrix.trace, Matrix.diag_apply, exchange, Matrix.of_apply,
      Fintype.sum_prod_type, h]
    simp

/-- For `d > 0` spin states per fermion, the unpolarized cross section is
`|f|² + |g|² - (2/d) Re(f* g)`. -/
theorem unpolarized_eq (d : ℕ) (hd : 0 < d) (f g : ℂ) :
    unpolarized d f g =
      Complex.normSq f + Complex.normSq g - 2 / (d : ℝ) * (star f * g).re := by
  obtain ⟨hH, hsq, htr⟩ := exchange_properties d
  have hM : (scatteringMatrix d f g)ᴴ * scatteringMatrix d f g =
      (star f * f + star g * g) • (1 : Matrix (Fin d × Fin d) (Fin d × Fin d) ℂ)
        - (star f * g + star g * f) • exchange d := by
    simp only [scatteringMatrix, Matrix.conjTranspose_sub, Matrix.conjTranspose_smul,
      Matrix.conjTranspose_one, hH, sub_mul, mul_sub, smul_mul_assoc, mul_smul_comm,
      one_mul, mul_one, hsq]
    module
  have hone : (1 : Matrix (Fin d × Fin d) (Fin d × Fin d) ℂ).trace = (d : ℂ) * d := by
    simp [Matrix.trace_one]
  have hd' : (d : ℝ) ≠ 0 := by exact_mod_cast hd.ne'
  have hc : 2 / (d : ℝ) * d = 2 := div_mul_cancel₀ _ hd'
  have hT : ((scatteringMatrix d f g)ᴴ * scatteringMatrix d f g).trace.re =
      (Complex.normSq f + Complex.normSq g) * (d : ℝ) ^ 2 - 2 * (star f * g).re * d := by
    rw [hM, Matrix.trace_sub, Matrix.trace_smul, Matrix.trace_smul, hone, htr]
    simp only [smul_eq_mul, Complex.sub_re, Complex.mul_re, Complex.mul_im, Complex.add_re,
      Complex.add_im, Complex.natCast_re, Complex.natCast_im, Complex.star_def,
      Complex.conj_re, Complex.conj_im, Complex.normSq_apply]
    ring
  rw [unpolarized, hT, div_eq_iff (pow_ne_zero 2 hd')]
  linear_combination (star f * g).re * (d : ℝ) * hc

/-- For two spin-1/2 fermions with real amplitudes the unpolarized cross section is
`f² + g² - f g`. -/
theorem unpolarized_spin_half (f g : ℝ) :
    unpolarized 2 (f : ℂ) (g : ℂ) = f ^ 2 + g ^ 2 - f * g := by
  rw [unpolarized_eq 2 (by norm_num)]
  simp [Complex.normSq_ofReal]
  ring

/-- The relativistic energy of an electron of mass `m` and momentum `p`. -/
def energy (m p : ℝ) : ℝ := √(p ^ 2 + m ^ 2)

/-- The angular factor of the Møller formula, for `sin θ ≠ 0` and `m`, `p` not both zero. -/
def mollerAngular (m p θ : ℝ) : ℝ :=
  4 / Real.sin θ ^ 4 - 3 / Real.sin θ ^ 2
    + p ^ 4 * (1 + 4 / Real.sin θ ^ 2) / (2 * energy m p ^ 2 - m ^ 2) ^ 2

/-- The Møller differential cross section in the centre-of-mass frame (`ħ = c = 1`,
fine-structure constant `α`), for `p ≠ 0` and `sin θ ≠ 0`. -/
def moller (α m p θ : ℝ) : ℝ :=
  α ^ 2 * (2 * energy m p ^ 2 - m ^ 2) ^ 2 / (4 * p ^ 4 * energy m p ^ 2)
    * mollerAngular m p θ

/-- The Born amplitude for Coulomb repulsion of two electrons in the centre-of-mass frame,
for `p ≠ 0` and `sin (θ/2) ≠ 0`. -/
def coulomb (α m p θ : ℝ) : ℝ := -(α * m) / (4 * p ^ 2 * Real.sin (θ / 2) ^ 2)

/-- The Born-level Mott cross section of two unpolarized electrons, with exchange amplitude at
`π - θ`, for `p ≠ 0` and `sin θ ≠ 0`. -/
def mott (α m p θ : ℝ) : ℝ :=
  unpolarized 2 (coulomb α m p θ : ℂ) (coulomb α m p (Real.pi - θ) : ℂ)

/-- For `0 < θ < π`, the spin average of the amplitudes `1/sin²(θ/2)` and `1/cos²(θ/2)`
is positive and equals `4 (4/sin⁴θ - 3/sin²θ)`. -/
theorem unpolarized_angular {θ : ℝ} (h0 : 0 < θ) (hπ : θ < Real.pi) :
    0 < unpolarized 2 ((1 / Real.sin (θ / 2) ^ 2 : ℝ) : ℂ)
        ((1 / Real.cos (θ / 2) ^ 2 : ℝ) : ℂ) ∧
    unpolarized 2 ((1 / Real.sin (θ / 2) ^ 2 : ℝ) : ℂ)
        ((1 / Real.cos (θ / 2) ^ 2 : ℝ) : ℂ) =
      4 * (4 / Real.sin θ ^ 4 - 3 / Real.sin θ ^ 2) := by
  have hs : 0 < Real.sin (θ / 2) :=
    Real.sin_pos_of_pos_of_lt_pi (by linarith) (by linarith)
  have hc : 0 < Real.cos (θ / 2) :=
    Real.cos_pos_of_mem_Ioo ⟨by linarith, by linarith⟩
  have hdouble : Real.sin θ = 2 * Real.sin (θ / 2) * Real.cos (θ / 2) := by
    rw [← Real.sin_two_mul]
    congr 1
    ring
  -- the two amplitudes have equal sum and product
  have hab : 1 / Real.sin (θ / 2) ^ 2 + 1 / Real.cos (θ / 2) ^ 2 =
      1 / Real.sin (θ / 2) ^ 2 * (1 / Real.cos (θ / 2) ^ 2) := by
    rw [div_add_div _ _ (pow_pos hs 2).ne' (pow_pos hc 2).ne', div_mul_div_comm]
    congr 1
    linarith [Real.sin_sq_add_cos_sq (θ / 2)]
  have hR : 4 * (4 / Real.sin θ ^ 4 - 3 / Real.sin θ ^ 2) =
      (1 / Real.sin (θ / 2) ^ 2 * (1 / Real.cos (θ / 2) ^ 2)) ^ 2
        - 3 * (1 / Real.sin (θ / 2) ^ 2 * (1 / Real.cos (θ / 2) ^ 2)) := by
    rw [hdouble]
    ring
  have ha : 0 < 1 / Real.sin (θ / 2) ^ 2 := by positivity
  have hb : 0 < 1 / Real.cos (θ / 2) ^ 2 := by positivity
  rw [unpolarized_spin_half, hR]
  generalize 1 / Real.sin (θ / 2) ^ 2 = a at *
  generalize 1 / Real.cos (θ / 2) ^ 2 = b at *
  constructor
  · nlinarith [sq_nonneg (a - b), mul_pos ha hb]
  · linear_combination (a + b + a * b) * hab

/-- For `m > 0`, `α ≠ 0` and `0 < θ < π`, the Møller cross section times `16 p⁴/(α m)²` tends, as
`p → 0⁺`, to the spin average of `1/sin²(θ/2)` and `1/cos²(θ/2)`. -/
theorem moller_scaled_tendsto {α m θ : ℝ} (hα : α ≠ 0) (hm : 0 < m)
    (h0 : 0 < θ) (hπ : θ < Real.pi) :
    Tendsto (fun p => 16 * p ^ 4 / (α * m) ^ 2 * moller α m p θ) (𝓝[>] 0)
      (𝓝 (unpolarized 2 ((1 / Real.sin (θ / 2) ^ 2 : ℝ) : ℂ)
        ((1 / Real.cos (θ / 2) ^ 2 : ℝ) : ℂ))) := by
  have hE : Tendsto (fun p => energy m p ^ 2) (𝓝 0) (𝓝 (m ^ 2)) := by
    have h1 : (fun p => energy m p ^ 2) = fun p => p ^ 2 + m ^ 2 := by
      funext p
      exact Real.sq_sqrt (by positivity)
    have h2 : Continuous (fun p : ℝ => p ^ 2 + m ^ 2) := by fun_prop
    rw [h1]
    simpa using h2.tendsto 0
  have hp4 : Tendsto (fun p : ℝ => p ^ 4) (𝓝 0) (𝓝 0) := by
    simpa using (continuous_pow 4).tendsto (0 : ℝ)
  have hA : Tendsto (fun p => 2 * energy m p ^ 2 - m ^ 2) (𝓝 0) (𝓝 (m ^ 2)) := by
    have h := (hE.const_mul 2).sub (tendsto_const_nhds (x := m ^ 2))
    rwa [show 2 * m ^ 2 - m ^ 2 = m ^ 2 by ring] at h
  -- the relativistic correction to the angular factor vanishes at threshold
  have hB : Tendsto (fun p => mollerAngular m p θ) (𝓝 0)
      (𝓝 (4 / Real.sin θ ^ 4 - 3 / Real.sin θ ^ 2
        + 0 * (1 + 4 / Real.sin θ ^ 2) / (m ^ 2) ^ 2)) :=
    tendsto_const_nhds.add ((hp4.mul_const _).div (hA.pow 2) (by positivity))
  have hF := (((hA.pow 2).const_mul 4).div (hE.const_mul (m ^ 2)) (by positivity)).mul hB
  have hval : 4 * (m ^ 2) ^ 2 / (m ^ 2 * m ^ 2) = 4 := by
    rw [div_eq_iff (by positivity)]
    ring
  rw [hval, zero_mul, zero_div, add_zero, ← (unpolarized_angular h0 hπ).2] at hF
  refine (hF.mono_left nhdsWithin_le_nhds).congr' ?_
  filter_upwards [self_mem_nhdsWithin] with p hp
  have hp' : 0 < p := hp
  have hEp : energy m p ≠ 0 := (Real.sqrt_pos.mpr (by positivity)).ne'
  simp only [Pi.div_apply, moller]
  generalize 2 * energy m p ^ 2 - m ^ 2 = A
  field_simp
  ring

/-- The Born-level Mott cross section is `(α m)²/(16 p⁴)` times the spin average of `1/sin²(θ/2)`
and `1/cos²(θ/2)`. -/
theorem mott_eq (α m p θ : ℝ) :
    mott α m p θ = (α * m) ^ 2 / (16 * p ^ 4) *
      unpolarized 2 ((1 / Real.sin (θ / 2) ^ 2 : ℝ) : ℂ)
        ((1 / Real.cos (θ / 2) ^ 2 : ℝ) : ℂ) := by
  have h : Real.sin ((Real.pi - θ) / 2) = Real.cos (θ / 2) := by
    rw [sub_div, Real.sin_pi_div_two_sub]
  rw [mott, unpolarized_spin_half, unpolarized_spin_half, coulomb, coulomb, h]
  ring

/-- For `m > 0`, `α ≠ 0` and `0 < θ < π`, the ratio of the Møller to the Born-level Mott cross
section tends to one as the centre-of-mass momentum tends to zero from above. -/
theorem moller_div_mott_tendsto_one {α m θ : ℝ} (hα : α ≠ 0) (hm : 0 < m)
    (h0 : 0 < θ) (hπ : θ < Real.pi) :
    Tendsto (fun p => moller α m p θ / mott α m p θ) (𝓝[>] 0) (𝓝 1) := by
  have hL := (unpolarized_angular h0 hπ).1.ne'
  have h := (moller_scaled_tendsto hα hm h0 hπ).div_const
    (unpolarized 2 ((1 / Real.sin (θ / 2) ^ 2 : ℝ) : ℂ)
      ((1 / Real.cos (θ / 2) ^ 2 : ℝ) : ℂ))
  rw [div_self hL] at h
  refine h.congr' ?_
  filter_upwards [self_mem_nhdsWithin] with p hp
  have hp' : 0 < p := hp
  -- both cross sections carry the same threshold factor
  rw [mott_eq]
  generalize unpolarized 2 ((1 / Real.sin (θ / 2) ^ 2 : ℝ) : ℂ)
    ((1 / Real.cos (θ / 2) ^ 2 : ℝ) : ℂ) = L at hL ⊢
  generalize moller α m p θ = M
  field_simp

end

end MollerThreshold
```

```lean
#print axioms MollerThreshold.exchange_mulVec
-- 'MollerThreshold.exchange_mulVec' depends on axioms: [propext, Classical.choice, Quot.sound]
#print axioms MollerThreshold.moller_div_mott_tendsto_one
-- 'MollerThreshold.moller_div_mott_tendsto_one' depends on axioms: [propext, Classical.choice, Quot.sound]
```

## The spin average and the two limits

The spin part concerns two identical fermions with $d$ spin states each. Here $d$ counts spin states, not space dimensions. A pair of spins is an index in `Fin d × Fin d`, and `exchange d` is the matrix of $P$ on such pairs. With a direct amplitude $f$ and an exchange amplitude $g$, `scatteringMatrix d f g` is $M=f-gP$, and `unpolarized d f g` is $\mathrm{Tr}(M^\dagger M)/d^2$: a sum over final spins and an average over the $d^2$ initial ones. The form $f-gP$, with numbers $f$ and $g$, assumes an interaction that does not act on the spins, such as the non-relativistic Coulomb repulsion. The theorem `unpolarized_eq` says that for $d>0$ and complex $f,g$

$$\frac{\mathrm{Tr}(M^\dagger M)}{d^2}=|f|^2+|g|^2-\frac2d\,\mathrm{Re}(f^*g),$$

and `unpolarized_spin_half` gives $f^2+g^2-fg$ for $d=2$ and real amplitudes.

The threshold part has two statements, both for $m>0$, $\alpha\neq0$ and a fixed angle $0<\theta<\pi$. Write

$$a=\frac1{\sin^2(\theta/2)},\qquad b=\frac1{\cos^2(\theta/2)},\qquad L=a^2+b^2-ab.$$

By `moller_scaled_tendsto`, the Møller cross section multiplied by $16p^4/(\alpha m)^2$ tends to $L$. By `moller_div_mott_tendsto_one`, the Møller cross section divided by the Mott cross section tends to $1$. The filter `𝓝[>] 0` means that $p$ approaches zero through positive values. Neither statement gives a rate of convergence.

The condition $\alpha\neq0$ stands for the presence of an interaction. Without it both cross sections vanish, and since Lean sets $0/0=0$, the ratio would be zero for every $p$.

## What the formulas stand for

The minus sign in $f-gP$ comes from Fermi statistics. A detector at angle $\theta$ cannot tell which electron it has caught, so the amplitude for scattering through $\pi-\theta$ contributes as well, with the spins swapped and the sign reversed. In the spin singlet $P=-1$ and the amplitudes add; in the triplet $P=1$ and they subtract.

The definition `coulomb` is the Born amplitude for the repulsive potential $\alpha/r$. With reduced mass $m/2$ and momentum transfer $q=2p\sin(\theta/2)$ it is

$$-\frac{\alpha m}{q^2}=-\frac{\alpha m}{4p^2\sin^2(\theta/2)}.$$

The definition `mott` is the spin average of this amplitude and its value at $\pi-\theta$. The name needs some care: "Mott cross section" is also used for relativistic electrons scattering from a nucleus, whereas here it refers to two identical electrons. The full non-relativistic Mott formula also multiplies the interference term $-fg$ by $\cos(\eta\ln\tan^2(\theta/2))$ with $\eta=\alpha m/(2p)$. This factor comes from the phases of the exact Coulomb amplitudes and is absent at Born level. At fixed $\alpha$ and $\theta\neq\pi/2$ it oscillates as $p\to0$, so the limit proved here holds for the Born-level formula and not for the full one.

The definition `moller` is the tree-level QED result

$$\frac{\alpha^2(2E^2-m^2)^2}{4p^4E^2}\left[\frac4{\sin^4\theta}-\frac3{\sin^2\theta}+\frac{p^4}{(2E^2-m^2)^2}\left(1+\frac4{\sin^2\theta}\right)\right].$$

It enters as a definition; its derivation from Feynman diagrams is taken as given.

The step from this model to real electrons is the use of lowest-order perturbation theory. It requires $\alpha m/p$ to be small, which fails if $p$ goes to zero at fixed $\alpha$. The limit therefore compares two formulas, and its physical use lies in the window $\alpha m\ll p\ll m$. There, for two otherwise free electrons at tree level, it connects QED with the Coulomb repulsion and exchange that non-relativistic electronic-structure theory starts from.

## From the swap to the threshold limit

**The swap.** By definition $(P\psi)(s_1,s_2)=\psi(s_2,s_1)$. The matrix of $P$ has entries $0$ and $1$ and is symmetric, so $P^\dagger=P$. Swapping twice does nothing, so $P^2=1$. A diagonal entry is $1$ exactly when the two spins are equal, which happens for $d$ pairs, so $\mathrm{Tr}\,P=d$.

**The trace.** Expanding the product gives

$$M^\dagger M=(f^*-g^*P)(f-gP)=|f|^2+|g|^2-2\,\mathrm{Re}(f^*g)\,P.$$

Since $\mathrm{Tr}\,1=d^2$, the trace is $d^2(|f|^2+|g|^2)-2d\,\mathrm{Re}(f^*g)$, and division by $d^2$ gives the spin average. For $d=1$ the swap is the identity, and the formula reduces to $|f-g|^2$, as it should.

**The angle.** The amplitudes $a$ and $b$ have equal sum and product:

$$a+b=\frac{\cos^2(\theta/2)+\sin^2(\theta/2)}{\sin^2(\theta/2)\cos^2(\theta/2)}=ab.$$

Moreover $\sin\theta=2\sin(\theta/2)\cos(\theta/2)$, so $ab=4/\sin^2\theta$. Hence

$$L=(a+b)^2-3ab=(ab)^2-3ab=4\left(\frac4{\sin^4\theta}-\frac3{\sin^2\theta}\right).$$

Also $L=(a-b)^2+ab>0$.

**The Møller formula.** For $p>0$ the factor $p^4$ cancels:

$$\frac{16p^4}{(\alpha m)^2}\,\sigma_{\text{Møller}}=\frac{4(2E^2-m^2)^2}{m^2E^2}\,[\cdots],$$

where $\sigma_{\text{Møller}}$ is the differential cross section above and $[\cdots]$ is its square bracket. As $p\to0$, both $E^2$ and $2E^2-m^2$ tend to $m^2$, so the prefactor tends to $4m^4/m^4=4$. The last term in the bracket carries $p^4$ over a quantity that tends to $m^4$, so it vanishes. What remains is $4(4/\sin^4\theta-3/\sin^2\theta)=L$, which does not depend on the mass.

**The ratio.** Since $\sin((\pi-\theta)/2)=\cos(\theta/2)$, the two Coulomb amplitudes are $-\alpha m/(4p^2)$ times $a$ and $b$. The spin average is quadratic in the amplitudes, so the common sign drops out:

$$\sigma_{\text{Mott}}=\frac{(\alpha m)^2}{16p^4}\,L.$$

Dividing the Møller cross section by this gives the rescaled Møller expression over $L$, which tends to $L/L=1$.

## The same steps in Lean

The lemma `exchange_mulVec` confirms that the matrix acts on a two-spin wave function by swapping its arguments, and `exchange_properties` proves the three facts about $P$. In `unpolarized_eq`, the intermediate claim `hM` is the expansion of $M^\dagger M$: `simp only` multiplies out and replaces $P^2$ by $1$, and `module` collects the coefficients of $1$ and $P$. The claim `hT` then takes the real part of the trace.

In `unpolarized_angular`, `hab` is the identity $a+b=ab$ and `hR` rewrites the function of $\theta$ as $(ab)^2-3ab$. The closing `linear_combination` multiplies `hab` by $a+b+ab$, which is the factorization of $(a+b)^2-(ab)^2$. Positivity is left to `nlinarith`, which receives $(a-b)^2\ge0$ and $ab>0$.

The proof of `moller_scaled_tendsto` takes the limit factor by factor. The claims `hE` and `hA` give the limits of $E^2$ and $2E^2-m^2$, `hB` treats the angular bracket, `hF` combines them, and `hval` evaluates the prefactor as $4$. The lemma `mott_eq` extracts the common factor from the Coulomb amplitudes. The final theorem divides the rescaled limit by $L$, which is allowed because `unpolarized_angular` has shown it to be positive.

## Cancelling $p^4$ inside a limit

The Møller cross section has $p^4$ in its denominator, so the limit of the rescaled cross section cannot be obtained by inserting $p=0$ before the powers of $p$ are cancelled. The proof first finds the limit of the simplified expression, which is continuous there, and then transfers it with `Tendsto.congr'`. This lemma says that if two functions agree eventually along a filter and one of them has a limit, the other has the same limit.

"Eventually" is what permits the cancellation. Along `𝓝[>] 0` the set of positive $p$ counts as eventual, which is the content of `self_mem_nhdsWithin`. After `filter_upwards`, the goal is an ordinary equation for a single $p>0$, and `field_simp` can cancel the powers of $p$. The value of either function at $p=0$ plays no part. Since the simplified expression has a two-sided limit, `mono_left` restricts it to positive momenta before the transfer. The final theorem uses `congr'` again to cancel the threshold factor shared by the two cross sections.
